# The k-body density matrix of a Slater determinant is a determinant of one-body elements

Take a normalised state Φ in which every mode is filled. Let c_x be a linear combination of the mode annihilators, and let γ_xy = ⟨Φ, c_x† c_y Φ⟩. Creating a particle in a filled mode gives zero, so c_x†Φ = 0. The anticommutator c_x† c_y + c_y c_x† is a number, and its expectation in Φ shows that this number is γ_xy. Moving c_(x2)† to the right through two annihilators gives

c_(x2)† c_(y2) c_(y1) Φ = γ_(x2 y2) c_(y1) Φ − γ_(x2 y1) c_(y2) Φ.

Applying c_(x1)† and taking the inner product with Φ gives

⟨Φ, c_(x1)† c_(x2)† c_(y2) c_(y1) Φ⟩ = γ_(x1 y1) γ_(x2 y2) − γ_(x1 y2) γ_(x2 y1).

The left side is an element of the two-body density matrix, in the convention without a prefactor 1/2!, and the right side is a 2×2 determinant. The minus sign of the second term, the exchange term, comes from passing one annihilator. The same holds for every k, and also when some modes are empty.

```lean
import Mathlib

open Matrix
open scoped ComplexConjugate

namespace DeterminantalCorrelations

noncomputable section

variable {H P ι : Type*} [NormedAddCommGroup H] [InnerProductSpace ℂ H]
```

## Fermionic modes and a state with definite occupations

`IsCAR` contains the anticommutation relations and says that `ad p` is the adjoint of `a p`. `H` is any complex inner product space, of finite or infinite dimension.

```lean
/-- Fermionic modes: annihilators `a p` and their adjoints `ad p` obey the canonical
anticommutation relations. -/
structure IsCAR [DecidableEq P] (a ad : P → Module.End ℂ H) : Prop where
  anti : ∀ p q, a p * a q + a q * a p = 0
  mixed : ∀ p q, a p * ad q + ad q * a p = if p = q then 1 else 0
  adj : ∀ p u v, inner ℂ u (ad p v) = inner ℂ (a p u) v
```

`IsDeterminant` describes a Slater determinant by its occupations: `ad p` annihilates Φ for p in `occ`, and `a p` annihilates it for all other p.

```lean
/-- A unit determinant: the modes in `occ` are filled and all others are empty. -/
structure IsDeterminant (a ad : P → Module.End ℂ H) (occ : Finset P) (Φ : H) : Prop where
  unit : ‖Φ‖ = 1
  filled : ∀ p ∈ occ, ad p Φ = 0
  empty : ∀ p ∉ occ, a p Φ = 0
```

## Finitely many modes, arbitrary coefficients

The matrix U may hold orbital values on a grid, in which case c_x removes a particle at point x. The modes are taken to be finite in number here, so that c_x is a finite sum. Neither the derivation nor the proof uses unitarity or orthonormality of U, so the theorem holds without them.

```lean
/-- The operator `c_x = ∑ p, U_xp a_p`. -/
def orbital [Fintype P] (a : P → Module.End ℂ H) (U : Matrix ι P ℂ) (x : ι) :
    Module.End ℂ H := ∑ p, U x p • a p

/-- The operator `c_x† = ∑ p, conj U_xp a_p†`. -/
def orbitalDag [Fintype P] (ad : P → Module.End ℂ H) (U : Matrix ι P ℂ) (x : ι) :
    Module.End ℂ H := ∑ p, conj (U x p) • ad p

/-- The one-body density matrix `γ_xy = ⟨Φ, c_x† c_y Φ⟩`. -/
def oneBody [Fintype P] (a ad : P → Module.End ℂ H) (U : Matrix ι P ℂ) (Φ : H)
    (x y : ι) : ℂ := inner ℂ Φ (orbitalDag ad U x (orbital a U y Φ))
```

The strings are built recursively in the order of the formula. Lean counts from 0, so its `y 0` is y1 here.

```lean
/-- The string `c_(yk) ... c_(y1)`, in which `c_(y1)` acts first. -/
def annString (c : ι → Module.End ℂ H) : {k : ℕ} → (Fin k → ι) → Module.End ℂ H
  | 0, _ => 1
  | k + 1, y => c (y (Fin.last k)) * annString c (fun i : Fin k => y i.castSucc)

/-- The string `c_(x1)† ... c_(xk)†`, in which `c_(xk)†` acts first. -/
def creString (cd : ι → Module.End ℂ H) : {k : ℕ} → (Fin k → ι) → Module.End ℂ H
  | 0, _ => 1
  | k + 1, x => creString cd (fun i : Fin k => x i.castSucc) * cd (x (Fin.last k))
```

`restrict` keeps the coefficients of a chosen set of modes. Write c_y = f_y + e_y, where f_y contains the filled modes and e_y the empty ones.

```lean
/-- The coefficients `U_xp` kept for modes `p` in `s` and set to zero for the others. -/
def restrict [DecidableEq P] (s : Finset P) (U : Matrix ι P ℂ) : Matrix ι P ℂ :=
  fun x p => if p ∈ s then U x p else 0
```

## Filled modes and the mixed anticommutator

Physically, a filled mode accepts no second particle. By hand, this gives f_x†Φ = 0, while the mixed relations give

f_x† f_y + f_y f_x† = g_xy, with g_xy = Σ_(p filled) U_xp* U_yp.

Moving f_x† rightwards through k annihilators leaves one term for each annihilator it passes:

f_x† f_(yk) … f_(y1) Φ = Σ_j (−1)^(k+j) g_(x yj) (the string without f_(yj)) Φ, with j = 1, …, k.

`contraction` proves this by induction on the length. It peels off the outermost annihilator, which gives the last term, and the induction hypothesis supplies the others with reversed sign.

```lean
/-- If `B` annihilates `Φ` and has number-valued anticommutators `g y` with the `c y`, then
`B` acting on a string applied to `Φ` gives the alternating sum of single contractions. -/
theorem contraction {B : Module.End ℂ H} {g : ι → ℂ} {c : ι → Module.End ℂ H} {Φ : H}
    (hB : B Φ = 0) (hc : ∀ y v, B (c y v) = g y • v - c y (B v)) {k : ℕ}
    (y : Fin (k + 1) → ι) : B (annString c y Φ) = ∑ j : Fin (k + 1),
      ((-1 : ℂ) ^ (k + (j : ℕ)) * g (y j)) • annString c (fun i => y (j.succAbove i)) Φ := by
  induction k with
  | zero => simp [annString, hc, hB]
  | succ k ih =>
    have e : annString c y Φ =
      c (y (Fin.last (k + 1))) (annString c (fun i => y i.castSucc) Φ) := rfl
    -- omitting an inner operator leaves the outermost one in place
    have hs : ∀ j : Fin (k + 1), annString c (fun i => y (j.castSucc.succAbove i)) Φ =
        c (y (Fin.last (k + 1))) (annString c (fun i => y (j.succAbove i).castSucc) Φ) := by
      intro j
      have h1 : j.castSucc.succAbove (Fin.last k) = Fin.last (k + 1) := by
        rw [Fin.succAbove_of_le_castSucc _ _ (show (j : ℕ) ≤ k by omega)]
        rfl
      change c (y (j.castSucc.succAbove (Fin.last k)))
        (annString c (fun i => y (j.castSucc.succAbove i.castSucc)) Φ) = _
      simp only [h1, Fin.castSucc_succAbove_castSucc]
    have v : ∀ j : Fin (k + 1), (j.castSucc : ℕ) = j := fun _ => rfl
    have vl : (Fin.last (k + 1) : ℕ) = k + 1 := rfl
    have s1 : (-1 : ℂ) ^ (k + 1 + (k + 1)) = 1 := Even.neg_one_pow ⟨k + 1, rfl⟩
    have s2 : ∀ j : ℕ, (-1 : ℂ) ^ (k + 1 + j) = -(-1) ^ (k + j) := by
      intro j
      rw [show k + 1 + j = k + j + 1 by omega, pow_succ]
      ring
    rw [e, hc, ih, Fin.sum_univ_castSucc (n := k + 1), vl, s1]
    simp only [hs, Fin.succAbove_last, v, s2, map_sum, map_smul, neg_mul, neg_smul,
      one_mul, Finset.sum_neg_distrib]
    abel
```

Without the filled condition the formula fails. Take Φ = (|00⟩ + |11⟩)/√2, a BCS-type mean-field state without a definite particle number, with c_x = a_x, and declare both modes filled, so that the condition on empty modes is vacuous. Then γ is half the identity and its determinant is 1/4, but ⟨Φ, a_1† a_2† a_2 a_1 Φ⟩ = 1/2.

The signs depend on anticommutation between different modes. For spin-½ lowering operators on two sites, which commute, the state |11⟩ with x = (1, 2) and y = (2, 1) gives expectation +1, while the determinant is −1.

## Unit norm

Normalisation makes expectation values averages. By hand it enters at the end: when all operators have been contracted, ⟨Φ, Φ⟩ = 1 remains. Before that, the contractions of the innermost creator f_(xk)† give

Σ_j (−1)^(k+j) g_(xk yj) det(g without row k and column j),

which is the Laplace expansion along the last row. `string_expectation` follows the same induction, with `Matrix.det_succ_row` as the expansion and the norm in the case k = 0.

```lean
/-- If all `cd x` annihilate the unit vector `Φ` and have number-valued anticommutators `g x y` with
the `c y`, the expectation of the double string is the determinant of the k×k matrix with entries
`g (x i) (y j)`. -/
theorem string_expectation {c cd : ι → Module.End ℂ H} {g : ι → ι → ℂ} {Φ : H}
    (hΦ : ‖Φ‖ = 1) (h0 : ∀ x, cd x Φ = 0)
    (hc : ∀ x y v, cd x (c y v) = g x y • v - c y (cd x v)) {k : ℕ} (x y : Fin k → ι) :
    inner ℂ Φ (creString cd x (annString c y Φ)) =
      (Matrix.of fun i j => g (x i) (y j)).det := by
  induction k with
  | zero => simp [creString, annString, inner_self_eq_norm_sq_to_K, hΦ]
  | succ k ih =>
    have e : creString cd x (annString c y Φ) = creString cd (fun i => x i.castSucc)
      (cd (x (Fin.last k)) (annString c y Φ)) := rfl
    -- contractions of the innermost creator are the Laplace expansion of the last row
    rw [e, contraction (h0 _) (hc _) y, map_sum, inner_sum,
      Matrix.det_succ_row _ (Fin.last k)]
    refine Finset.sum_congr rfl fun j _ => ?_
    rw [map_smul, inner_smul_right, ih, Fin.succAbove_last]
    rfl
```

If ‖Φ‖² = s instead, the expectation scales as s but the determinant of γ as s^k, so they generally disagree unless k = 1.

## Creators as adjoints of annihilators

Adjointness lets the creators act on the bra as annihilators:

⟨Φ, c_(x1)† … c_(xk)† v⟩ = ⟨c_(xk) … c_(x1) Φ, v⟩.

`string_adjoint` does this one operator at a time, and `orbital_adjoint` supplies the relation for c_x, with the conjugated coefficients. Without it, the empty-mode part of c_x† need not drop out on the left.

```lean
/-- If each `cd x` is the adjoint of `c x`, the creation string is the adjoint of the
annihilation string. -/
theorem string_adjoint {c cd : ι → Module.End ℂ H}
    (h : ∀ x u v, inner ℂ u (cd x v) = inner ℂ (c x u) v) {k : ℕ} (x : Fin k → ι) (u v : H) :
    inner ℂ u (creString cd x v) = inner ℂ (annString c x u) v := by
  induction k generalizing v with
  | zero => rfl
  | succ k ih => exact (ih _ _).trans (h _ _ _)

variable [Fintype P] [DecidableEq P] {a ad : P → Module.End ℂ H} {occ : Finset P} {Φ : H}

/-- For CAR modes, `c_x†` is the adjoint of `c_x`. -/
theorem orbital_adjoint (h : IsCAR a ad) (U : Matrix ι P ℂ) (x : ι) (u v : H) :
    inner ℂ u (orbitalDag ad U x v) = inner ℂ (orbital a U x u) v := by
  simp [orbital, orbitalDag, LinearMap.sum_apply, h.adj]
  exact Finset.sum_congr rfl fun p _ => mul_comm _ _
```

## Empty modes and anticommuting annihilators

An empty mode has no particle to remove, so e_yΦ = 0. Since e_y anticommutes with every f_z, it can be moved through a string of them until it reaches Φ:

e_y f_(zm) … f_(z1) Φ = (−1)^m f_(zm) … f_(z1) e_y Φ = 0.

Working outwards from Φ, each c_y may therefore be replaced by f_y. In the proof, `anti` is the exchange, `kill` the vanishing and `split` the decomposition.

```lean
/-- On a determinant of CAR modes, only the filled modes contribute to a string of
annihilators. -/
theorem annString_restrict (h : IsCAR a ad) (hΦ : IsDeterminant a ad occ Φ)
    (U : Matrix ι P ℂ) {k : ℕ} (y : Fin k → ι) :
    annString (orbital a U) y Φ = annString (orbital a (restrict occ U)) y Φ := by
  have anti : ∀ (V W : Matrix ι P ℂ) x z v,
      orbital a V x (orbital a W z v) = -orbital a W z (orbital a V x v) := by
    intro V W x z v
    have e : orbital a W z * orbital a V x =
        ∑ p, ∑ q, (W z q • a q) * (V x p • a p) := by
      rw [orbital, orbital, Finset.sum_mul_sum, Finset.sum_comm]
    have s : orbital a V x * orbital a W z + orbital a W z * orbital a V x = 0 := by
      rw [e, orbital, orbital, Finset.sum_mul_sum, ← Finset.sum_add_distrib]
      refine Finset.sum_eq_zero fun p _ => ?_
      rw [← Finset.sum_add_distrib]
      refine Finset.sum_eq_zero fun q _ => ?_
      rw [smul_mul_smul_comm, smul_mul_smul_comm, mul_comm (W z q), ← smul_add, h.anti,
        smul_zero]
    exact eq_neg_of_add_eq_zero_left (LinearMap.congr_fun s v)
  -- the empty-mode part passes through the string and annihilates the determinant
  have kill : ∀ {m : ℕ} (z : Fin m → ι) x,
      orbital a (restrict occᶜ U) x (annString (orbital a (restrict occ U)) z Φ) = 0 := by
    intro m
    induction m with
    | zero =>
      intro z x
      change orbital a (restrict occᶜ U) x Φ = 0
      rw [orbital, LinearMap.sum_apply]
      refine Finset.sum_eq_zero fun p _ => ?_
      by_cases hp : p ∈ occ <;> simp [restrict, hp, hΦ.empty]
    | succ m ih =>
      intro z x
      exact (anti _ _ _ _ _).trans (by rw [ih, map_zero, neg_zero])
  have split : ∀ x, orbital a U x =
      orbital a (restrict occ U) x + orbital a (restrict occᶜ U) x := by
    intro x
    rw [orbital, orbital, orbital, ← Finset.sum_add_distrib]
    refine Finset.sum_congr rfl fun p _ => ?_
    by_cases hp : p ∈ occ <;> simp [restrict, hp]
  induction k with
  | zero => rfl
  | succ k ih =>
    change orbital a U _ (annString (orbital a U) _ Φ) = orbital a (restrict occ U) _ _
    rw [ih, split, LinearMap.add_apply, kill, add_zero]
```

Without the empty condition this replacement fails. The paired state above shows it again if both modes are declared empty: every f_y is then zero, but the two-body expectation is 1/2.

## The determinant for every k

The replacement is made in the ket and, through adjointness, in the bra. This leaves det(g_(xi yj)), which is `key` in the proof. Its case k = 1 says γ_xy = g_xy, and substituting that gives the theorem.

```lean
/-- For a unit determinant of CAR modes and any `U`, the k-body reduced density matrix
`⟨Φ, c_(x1)† ... c_(xk)† c_(yk) ... c_(y1) Φ⟩` is the determinant of `γ_(xi yj)`. -/
theorem kBody_eq_det (h : IsCAR a ad) (hΦ : IsDeterminant a ad occ Φ)
    (U : Matrix ι P ℂ) {k : ℕ} (x y : Fin k → ι) :
    inner ℂ Φ ((creString (orbitalDag ad U) x * annString (orbital a U) y) Φ) =
      (Matrix.of fun i j => oneBody a ad U Φ (x i) (y j)).det := by
  let R := restrict occ U
  let g : ι → ι → ℂ := fun x y => ∑ p, R y p * conj (R x p)
  have h0 : ∀ x, orbitalDag ad R x Φ = 0 := by
    intro x
    rw [orbitalDag, LinearMap.sum_apply]
    refine Finset.sum_eq_zero fun p _ => ?_
    by_cases hp : p ∈ occ <;> simp [R, restrict, hp, hΦ.filled]
  have hc : ∀ x y v, orbitalDag ad R x (orbital a R y v) =
      g x y • v - orbital a R y (orbitalDag ad R x v) := by
    intro x y v
    have e : orbitalDag ad R x * orbital a R y =
        ∑ p, ∑ q, (conj (R x q) • ad q) * (R y p • a p) := by
      rw [orbital, orbitalDag, Finset.sum_mul_sum, Finset.sum_comm]
    have s : orbital a R y * orbitalDag ad R x + orbitalDag ad R x * orbital a R y =
        g x y • (1 : Module.End ℂ H) := by
      rw [e, orbital, orbitalDag, Finset.sum_mul_sum, ← Finset.sum_add_distrib,
        Finset.sum_smul]
      refine Finset.sum_congr rfl fun p _ => ?_
      rw [← Finset.sum_add_distrib]
      simp_rw [smul_mul_smul_comm, mul_comm (conj (R x _)), ← smul_add, h.mixed]
      simp
    exact eq_sub_of_add_eq' (LinearMap.congr_fun s v)
  -- restrict ket and bra to the filled modes
  have key : ∀ {m : ℕ} (x y : Fin m → ι),
      inner ℂ Φ (creString (orbitalDag ad U) x (annString (orbital a U) y Φ)) =
        (Matrix.of fun i j => g (x i) (y j)).det := by
    intro m x y
    rw [string_adjoint (orbital_adjoint h U), annString_restrict h hΦ U x,
      annString_restrict h hΦ U y, ← string_adjoint (orbital_adjoint h R)]
    exact string_expectation hΦ.unit h0 hc x y
  -- one particle: the contraction is the one-body density matrix
  have hg : ∀ x y, oneBody a ad U Φ x y = g x y := by
    intro x y
    have := key (fun _ : Fin 1 => x) (fun _ => y)
    simpa [creString, annString, oneBody] using this
  simp only [hg]
  exact key x y
```

This is the case of Wick's theorem with all creators to the left of all annihilators and a single determinant as the state. For such a state, the Hartree–Fock state for example, it reduces the two-body interaction energy to a direct and an exchange term in γ; correlated states are not covered.

With y = x, the expectation is the squared norm of the state left after k removals.

```lean
/-- For a unit determinant of CAR modes, the squared norm of `c_(xk) ... c_(x1) Φ` is the
determinant of `γ_(xi xj)`. -/
theorem norm_sq_eq_det (h : IsCAR a ad) (hΦ : IsDeterminant a ad occ Φ)
    (U : Matrix ι P ℂ) {k : ℕ} (x : Fin k → ι) :
    ((‖annString (orbital a U) x Φ‖ : ℂ)) ^ 2 =
      (Matrix.of fun i j => oneBody a ad U Φ (x i) (x j)).det := by
  rw [← kBody_eq_det h hΦ U x x, Module.End.mul_apply,
    string_adjoint (orbital_adjoint h U), inner_self_eq_norm_sq_to_K]
  rfl
```

A neighbouring result follows from the formula for g. If N modes are filled, the k×k matrix g_(xi yj) is a product of a k×N and an N×k matrix, so its determinant vanishes for k > N: more particles cannot be removed than are present.

## One and two particles on ℂ⁴

Two modes on ℂ⁴ satisfy all the assumptions. The state |10⟩ has one filled and one empty mode, and |11⟩ has both filled. The proof checks each relation component by component.

```lean
/-- The operator on `ℂ⁴` given by a matrix. -/
def matOp (M : Matrix (Fin 4) (Fin 4) ℂ) : Module.End ℂ (EuclideanSpace ℂ (Fin 4)) where
  toFun v := WithLp.toLp 2 (M *ᵥ v.ofLp)
  map_add' u v := by simp [Matrix.mulVec_add]
  map_smul' c v := by simp [Matrix.mulVec_smul]

/-- Annihilators of two modes in the basis `|00⟩, |10⟩, |01⟩, |11⟩`. -/
def twoModes : Fin 2 → Matrix (Fin 4) (Fin 4) ℂ :=
  ![!![0, 1, 0, 0; 0, 0, 0, 0; 0, 0, 0, 1; 0, 0, 0, 0],
    !![0, 0, 1, 0; 0, 0, 0, -1; 0, 0, 0, 0; 0, 0, 0, 0]]

/-- The two modes on `ℂ⁴` obey the CAR; `|10⟩` is a determinant with the first mode filled,
and `|11⟩` is one with both filled. -/
theorem isCAR_isDeterminant_witness :
    IsCAR (fun p => matOp (twoModes p)) (fun p => matOp (twoModes p)ᴴ) ∧
    IsDeterminant (fun p => matOp (twoModes p)) (fun p => matOp (twoModes p)ᴴ)
      {0} !₂[0, 1, 0, 0] ∧
    IsDeterminant (fun p => matOp (twoModes p)) (fun p => matOp (twoModes p)ᴴ)
      Finset.univ !₂[0, 0, 0, 1] := by
  refine ⟨⟨?_, ?_, ?_⟩, ⟨?_, ?_, ?_⟩, ⟨?_, ?_, ?_⟩⟩
  · intro p q
    refine LinearMap.ext fun v => ?_
    ext i
    fin_cases p <;> fin_cases q <;> fin_cases i <;>
      simp [matOp, twoModes, dotProduct, Fin.sum_univ_succ]
  · intro p q
    refine LinearMap.ext fun v => ?_
    ext i
    fin_cases p <;> fin_cases q <;> fin_cases i <;>
      simp [matOp, twoModes, Matrix.mulVec, dotProduct, Fin.sum_univ_succ]
  · intro p u v
    fin_cases p <;>
      simp [matOp, twoModes, PiLp.inner_apply, Matrix.mulVec, dotProduct,
        Fin.sum_univ_succ]
  · simp [EuclideanSpace.norm_eq, Fin.sum_univ_succ]
  · intro p hp
    ext i
    fin_cases p <;> fin_cases i <;>
      simp_all [matOp, twoModes, Matrix.mulVec, dotProduct, Fin.sum_univ_succ]
  · intro p hp
    ext i
    fin_cases p <;> fin_cases i <;>
      simp_all [matOp, twoModes, dotProduct, Fin.sum_univ_succ]
  · simp [EuclideanSpace.norm_eq, Fin.sum_univ_succ]
  · intro p _
    ext i
    fin_cases p <;> fin_cases i <;>
      simp [matOp, twoModes, Matrix.mulVec, dotProduct, Fin.sum_univ_succ]
  · intro p hp
    exact absurd (Finset.mem_univ p) hp

end

end DeterminantalCorrelations
```

```lean
#print axioms DeterminantalCorrelations.kBody_eq_det
#print axioms DeterminantalCorrelations.norm_sq_eq_det
```

```
'DeterminantalCorrelations.kBody_eq_det' depends on axioms: [propext, Classical.choice, Quot.sound]
'DeterminantalCorrelations.norm_sq_eq_det' depends on axioms: [propext, Classical.choice, Quot.sound]
```
